# The Fourier transform of a compactly supported, piecewise cubic function as 4 j₁²

The lemma `fourier_overlap` gives the Fourier transform of the even real function equal to 2/3 − |u| + |u|³/6 for |u| ≤ 2 and to zero beyond. At every real frequency w ≠ 0 the transform, taken with the kernel exp(−2πiuw), is 4 j₁(2πw)², where j₁(y) = (sin y − y cos y)/y² is the spherical Bessel function of order one. The proof writes the transform as an integral over the line and folds it onto the interval from 0 to 2 with `integral_fold`. It then compares the integrand with that of the cosine transform already computed in `overlap_cosine`, the odd sine parts cancelling.

This version doesn't compile in Lean 4 with Mathlib:

```lean
import Mathlib

open MeasureTheory Set Real
open scoped FourierTransform

namespace FourierOverlap

noncomputable section

/-- The spherical Bessel function of order one, given by this formula for `y ≠ 0`. -/
def j1 (y : ℝ) : ℝ := (sin y - y * cos y) / y ^ 2

/-- The even function equal to `2/3 - |u| + |u|^3/6` for `|u| ≤ 2` and to zero beyond. -/
def overlap (u : ℝ) : ℝ := max 0 (2 - |u|) * (2 - 2 * |u| - u ^ 2) / 6

/-- The overlap function is continuous. -/
theorem continuous_overlap : Continuous overlap :=
  ((continuous_const.max (continuous_const.sub continuous_abs)).mul
    ((continuous_const.sub (continuous_const.mul continuous_abs)).sub
      (continuous_pow 2))).div_const 6

/-- The overlap function vanishes at distances of at least two. -/
theorem overlap_eq_zero {v : ℝ} (hv : 2 ≤ |v|) : overlap v = 0 := by
  rw [overlap, max_eq_left (by linarith), zero_mul, zero_div]

/-- The cosine transform of the overlap function at a wavenumber `a ≠ 0` is `4 j1(a)^2`. -/
theorem overlap_cosine {a : ℝ} (ha : a ≠ 0) :
    ∫ u in (0 : ℝ)..2, 2 * (overlap u * cos (a * u)) = 4 * j1 a ^ 2 := by
  -- an explicit antiderivative, from repeated integration by parts
  have hd : ∀ u ∈ uIcc (0 : ℝ) 2, HasDerivAt (fun u : ℝ =>
      2 * ((2 / 3 - u + u ^ 3 / 6) * sin (a * u) / a + (-1 + u ^ 2 / 2) * cos (a * u) / a ^ 2
        - u * sin (a * u) / a ^ 3 - cos (a * u) / a ^ 4))
      (2 * (overlap u * cos (a * u))) u := by
    intro u hu
    rw [uIcc_of_le (by norm_num)] at hu
    have ho : overlap u = 2 / 3 - u + u ^ 3 / 6 := by
      rw [overlap, abs_of_nonneg hu.1, max_eq_right (by linarith [hu.2])]
      ring
    have hl : HasDerivAt (fun u : ℝ => a * u) a u := by
      simpa using (hasDerivAt_id' u).const_mul a
    have hs := hl.sin
    have hc := hl.cos
    have hp : HasDerivAt (fun u : ℝ => 2 / 3 - u + u ^ 3 / 6) (-1 + u ^ 2 / 2) u :=
      (((hasDerivAt_id' u).const_sub (2 / 3)).fun_add
        ((hasDerivAt_pow 3 u).div_const 6)).congr_deriv (by norm_num; ring)
    have hq : HasDerivAt (fun u : ℝ => -1 + u ^ 2 / 2) u u :=
      (((hasDerivAt_pow 2 u).div_const 2).const_add (-1)).congr_deriv (by norm_num)
    refine ((((((hp.fun_mul hs).div_const a).fun_add ((hq.fun_mul hc).div_const (a ^ 2))).fun_sub
      (((hasDerivAt_id' u).fun_mul hs).div_const (a ^ 3))).fun_sub
      (hc.div_const (a ^ 4))).const_mul 2).congr_deriv ?_
    rw [ho]
    field_simp
    ring
  have hcont : Continuous (fun u : ℝ => 2 * (overlap u * cos (a * u))) :=
    continuous_const.mul (continuous_overlap.mul (by fun_prop))
  rw [intervalIntegral.integral_eq_sub_of_hasDerivAt hd (hcont.intervalIntegrable _ _)]
  have h1 : sin (a * 2) = 2 * sin a * cos a := by rw [mul_comm, sin_two_mul]
  have h2 : cos (a * 2) = 2 * cos a ^ 2 - 1 := by rw [mul_comm, cos_two_mul]
  have hj : j1 a = sin a / a ^ 2 - cos a / a := by
    unfold j1
    field_simp
  simp only [h1, h2, hj, mul_zero, sin_zero, cos_zero]
  linear_combination (-4 / a ^ 4) * sin_sq_add_cos_sq a

/-- The integral over the line of a continuous function vanishing for `|v| ≥ 2` folds onto
the interval from 0 to 2. -/
theorem integral_fold (G : ℝ → ℂ) (hG : Continuous G) (h0 : ∀ v, 2 ≤ |v| → G v = 0) :
    ∫ v, G v = ∫ v in (0 : ℝ)..2, (G (-v) + G v) := by
  have hs : Function.support G ⊆ Ioc (-2) 2 := by
    intro v hv
    have h : |v| < 2 := lt_of_not_ge fun h => hv (h0 v h)
    exact ⟨(abs_lt.1 h).1, (abs_lt.1 h).2.le⟩
  have hn : Continuous (fun v => G (-v)) := hG.comp continuous_neg
  rw [intervalIntegral.integral_add (hn.intervalIntegrable _ _) (hG.intervalIntegrable _ _),
    intervalIntegral.integral_comp_neg G, neg_zero,
    intervalIntegral.integral_add_adjacent_intervals (hG.intervalIntegrable _ _)
      (hG.intervalIntegrable _ _),
    intervalIntegral.integral_eq_integral_of_support_subset hs]

/-- The Fourier transform of the overlap function at frequency `w ≠ 0` is `4 j1(2 π w)^2`. -/
theorem fourier_overlap {w : ℝ} (hw : w ≠ 0) :
    𝓕 (fun u : ℝ => (overlap u : ℂ)) w = ((4 * j1 (2 * π * w) ^ 2 : ℝ) : ℂ) := by
  have ha : 2 * π * w ≠ 0 := mul_ne_zero (by positivity) hw
  rw [Real.fourier_real_eq_integral_exp_smul, integral_fold _
    ((by fun_prop : Continuous fun v : ℝ =>
      Complex.exp (((-2 * π * v * w : ℝ) : ℂ) * Complex.I)).smul
      (Complex.continuous_ofReal.comp continuous_overlap))
    (fun v hv => by simp [overlap_eq_zero hv]),
    ← overlap_cosine ha, ← intervalIntegral.integral_ofReal]
  apply intervalIntegral.integral_congr
  intro v _
  have he : overlap (-v) = overlap v := by simp [overlap]
  have h1 : -2 * π * (-v) * w = 2 * π * w * v := by ring
  have h2 : -2 * π * v * w = -(2 * π * w * v) := by ring
  -- the odd sine parts cancel
  simp only [Function.comp_apply, he, h1, h2, Complex.exp_mul_I, smul_eq_mul,
    ← Complex.ofReal_cos, ← Complex.ofReal_sin, Real.cos_neg, Real.sin_neg]
  push_cast
  ring

end

end FourierOverlap
```

The error:

```
Main.lean:84:46: error: Tactic `rewrite` failed: Did not find an occurrence of the pattern
  ∫ (v : ℝ), ((fun v => Complex.exp (↑(-2 * π * v * w) * Complex.I)) • Complex.ofReal ∘ overlap) v
in the target expression
  ∫ (v : ℝ), Complex.exp (↑(-2 * π * v * w) * Complex.I) • ↑(overlap v) = ↑(4 * j1 (2 * π * w) ^ 2)

w : ℝ
hw : w ≠ 0
ha : 2 * π * w ≠ 0
⊢ ∫ (v : ℝ), Complex.exp (↑(-2 * π * v * w) * Complex.I) • ↑(overlap v) = ↑(4 * j1 (2 * π * w) ^ 2)
```

The message says that `rw` did not find the left-hand side of `integral_fold` in the goal. The function `G` had been left as `_`, so Lean took it from the continuity proof. That proof, built with `.smul` and `.comp`, is about a scalar product of two functions, the second being the composition `Complex.ofReal ∘ overlap`. The pattern was therefore this product of functions applied to `v`, while the goal has the exponential at `v` times the value `↑(overlap v)`. The two are equal by definition, but only after the product and the composition are unfolded, which `rw` does not do when it searches for a pattern.

The repair states `G` explicitly, in the form the integrand has in the goal, so the pattern is found. The continuity proof is unchanged and is still accepted, because checking it against the stated `G` does allow that unfolding.

Dropping `Function.comp_apply` from the later `simp only` is mere tidying: with the new `G` there is no composition left to unfold.

The change, after which it compiles:

```diff
@@ -82,5 +82,6 @@
     𝓕 (fun u : ℝ => (overlap u : ℂ)) w = ((4 * j1 (2 * π * w) ^ 2 : ℝ) : ℂ) := by
   have ha : 2 * π * w ≠ 0 := mul_ne_zero (by positivity) hw
-  rw [Real.fourier_real_eq_integral_exp_smul, integral_fold _
+  rw [Real.fourier_real_eq_integral_exp_smul, integral_fold
+    (fun v : ℝ => Complex.exp (((-2 * π * v * w : ℝ) : ℂ) * Complex.I) • (overlap v : ℂ))
     ((by fun_prop : Continuous fun v : ℝ =>
       Complex.exp (((-2 * π * v * w : ℝ) : ℂ) * Complex.I)).smul
@@ -94,5 +95,5 @@
   have h2 : -2 * π * v * w = -(2 * π * w * v) := by ring
   -- the odd sine parts cancel
-  simp only [Function.comp_apply, he, h1, h2, Complex.exp_mul_I, smul_eq_mul,
+  simp only [he, h1, h2, Complex.exp_mul_I, smul_eq_mul,
     ← Complex.ofReal_cos, ← Complex.ofReal_sin, Real.cos_neg, Real.sin_neg]
   push_cast
```
